# The form factor of an ideal chain is the Debye function at non-zero wavenumber

The theorem `chainFormFactor_eq_debye` concerns an ideal chain, treated as a continuous contour of unit length, in which the pair correlation between positions s and t is exp(−x|s − t|), with x the squared product of wavenumber and radius of gyration. It states that the average of this correlation over all pairs of positions is the Debye function 2(exp(−x) − 1 + x)/x². This is proved for every real x other than zero, though only positive x has the physical meaning. The attempt takes the inner integral from the lemma `monomer_correlation`, rewrites the result in a form whose antiderivative is at hand, and evaluates the outer integral at its endpoints.

The first attempt, which Lean rejects:

```lean
import Mathlib

open Filter Topology

namespace ChainFormFactorEqDebye

noncomputable section

/-- Form factor of an ideal chain: the pair correlation `exp (-x |s - t|)` averaged over all
pairs of contour positions `s`, `t` in `[0, 1]`, where `x` is the squared product of
wavenumber and radius of gyration. -/
def chainFormFactor (x : ℝ) : ℝ :=
  ∫ s in (0 : ℝ)..1, ∫ t in (0 : ℝ)..1, Real.exp (-x * |s - t|)

/-- The Debye function `2 (exp (-x) - 1 + x) / x ^ 2`, for `x ≠ 0`. -/
def debye (x : ℝ) : ℝ := 2 * (Real.exp (-x) - 1 + x) / x ^ 2

/-- For `c ≠ 0`, an antiderivative of the exponential `exp (c (t - s))` in `t` is the same
exponential divided by `c`. -/
lemma hasDerivAt_exp_div {c : ℝ} (hc : c ≠ 0) (s t : ℝ) :
    HasDerivAt (fun t => Real.exp (c * (t - s)) / c) (Real.exp (c * (t - s))) t := by
  have h := ((((hasDerivAt_id' t).sub_const s).const_mul c).exp).div_const c
  refine h.congr_deriv ?_
  rw [mul_one]
  exact mul_div_cancel_right₀ _ hc

/-- The correlations of one monomer at contour position `s` in `[0, 1]` with the whole chain, for
`x ≠ 0`: two, less one exponential for each chain end, all divided by `x`. -/
theorem monomer_correlation {x s : ℝ} (hx : x ≠ 0) (hs : s ∈ Set.Icc (0 : ℝ) 1) :
    ∫ t in (0 : ℝ)..1, Real.exp (-x * |s - t|)
      = (2 - Real.exp (-x * s) - Real.exp (-x * (1 - s))) / x := by
  have hint : ∀ a b : ℝ, IntervalIntegrable (fun t => Real.exp (-x * |s - t|))
      MeasureTheory.volume a b := fun a b =>
    Continuous.intervalIntegrable (by fun_prop) a b
  -- the part of the chain before the monomer
  have h1 : ∫ t in (0 : ℝ)..s, Real.exp (-x * |s - t|) = (1 - Real.exp (-x * s)) / x := by
    have hc : ∫ t in (0 : ℝ)..s, Real.exp (-x * |s - t|)
        = ∫ t in (0 : ℝ)..s, Real.exp (x * (t - s)) := by
      apply intervalIntegral.integral_congr
      intro t ht
      rw [Set.uIcc_of_le hs.1] at ht
      change Real.exp (-x * |s - t|) = Real.exp (x * (t - s))
      rw [abs_of_nonneg (sub_nonneg.2 ht.2)]
      congr 1
      ring
    rw [hc, intervalIntegral.integral_eq_sub_of_hasDerivAt
      (fun t _ => hasDerivAt_exp_div hx s t)
      (Continuous.intervalIntegrable (by fun_prop) _ _)]
    rw [show x * (s - s) = 0 by ring, show x * (0 - s) = -x * s by ring, Real.exp_zero]
    ring
  -- the part of the chain after the monomer
  have h2 : ∫ t in s..1, Real.exp (-x * |s - t|) = (1 - Real.exp (-x * (1 - s))) / x := by
    have hc : ∫ t in s..1, Real.exp (-x * |s - t|)
        = ∫ t in s..1, Real.exp (-x * (t - s)) := by
      apply intervalIntegral.integral_congr
      intro t ht
      rw [Set.uIcc_of_le hs.2] at ht
      change Real.exp (-x * |s - t|) = Real.exp (-x * (t - s))
      rw [abs_sub_comm, abs_of_nonneg (sub_nonneg.2 ht.1)]
    rw [hc, intervalIntegral.integral_eq_sub_of_hasDerivAt
      (fun t _ => hasDerivAt_exp_div (neg_ne_zero.2 hx) s t)
      (Continuous.intervalIntegrable (by fun_prop) _ _)]
    rw [show -x * (s - s) = 0 by ring, Real.exp_zero, div_neg, div_neg]
    ring
  rw [← intervalIntegral.integral_add_adjacent_intervals (hint 0 s) (hint s 1), h1, h2]
  ring

/-- The form factor of an ideal chain is the Debye function, for `x ≠ 0`. -/
theorem chainFormFactor_eq_debye {x : ℝ} (hx : x ≠ 0) : chainFormFactor x = debye x := by
  have hc : chainFormFactor x = ∫ s in (0 : ℝ)..1,
      (2 - Real.exp (-x * (s - 0)) - Real.exp (x * (s - 1))) / x := by
    apply intervalIntegral.integral_congr
    intro s hs
    rw [Set.uIcc_of_le zero_le_one] at hs
    change ∫ t in (0 : ℝ)..1, Real.exp (-x * |s - t|) = _
    rw [monomer_correlation hx hs, show -x * (1 - s) = x * (s - 1) by ring, sub_zero]
  have hF : ∀ s : ℝ, HasDerivAt
      (fun s => (2 * s - Real.exp (-x * (s - 0)) / (-x) - Real.exp (x * (s - 1)) / x) / x)
      ((2 - Real.exp (-x * (s - 0)) - Real.exp (x * (s - 1))) / x) s := fun s =>
    (((((hasDerivAt_id' s).const_mul 2).fun_sub
      (hasDerivAt_exp_div (neg_ne_zero.2 hx) 0 s)).fun_sub
      (hasDerivAt_exp_div hx 1 s)).div_const x).congr_deriv (by rw [mul_one])
  rw [hc, intervalIntegral.integral_eq_sub_of_hasDerivAt (fun s _ => hF s)
    (Continuous.intervalIntegrable (by fun_prop) _ _), debye]
  rw [show -x * ((1 : ℝ) - 0) = -x by ring, show x * ((1 : ℝ) - 1) = 0 by ring,
    show -x * ((0 : ℝ) - 0) = 0 by ring, show x * ((0 : ℝ) - 1) = -x by ring, Real.exp_zero]
  generalize Real.exp (-x) = e
  field_simp
  ring

end

end ChainFormFactorEqDebye
```

Compiling this gives:

```
Main.lean:76:76: error: Tactic `rewrite` failed: Did not find an occurrence of the pattern
  ?a - 0
in the target expression
  (2 - Real.exp (-x * s) - Real.exp (x * (s - 1))) / x =
    (fun x_1 => (2 - Real.exp (-x * (x_1 - 0)) - Real.exp (x * (x_1 - 1))) / x) s

x : ℝ
hx : x ≠ 0
s : ℝ
hs : s ∈ Set.Icc 0 1
⊢ (2 - Real.exp (-x * s) - Real.exp (x * (s - 1))) / x =
    (fun x_1 => (2 - Real.exp (-x * (x_1 - 0)) - Real.exp (x * (x_1 - 1))) / x) s
```

Diagnosis. The error says that `rw` found nothing of the form `?a - 0` to rewrite with `sub_zero`. The goal does show `x_1 - 0`, but inside a function `fun x_1 => …` that is applied to `s` and not yet evaluated. There `x_1` is a bound variable, and `rw` cannot rewrite a term that contains one.

The function was left by `intervalIntegral.integral_congr`, which asks that the two integrands agree at each point. The `change` line restated the left side explicitly but put `_` for the right, and so kept the right side as it stood.

The repair writes out the right side in that line with `s` in place of `x_1`. `change` accepts this because the two forms are equal by definition. The goal now contains `s - 0`, which `sub_zero` turns into `s`. The two sides are then identical, and `rw` closes the goal by reflexivity.

As a diff, the version that Lean accepts:

```diff
@@ -73,5 +73,6 @@
     intro s hs
     rw [Set.uIcc_of_le zero_le_one] at hs
-    change ∫ t in (0 : ℝ)..1, Real.exp (-x * |s - t|) = _
+    change ∫ t in (0 : ℝ)..1, Real.exp (-x * |s - t|)
+      = (2 - Real.exp (-x * (s - 0)) - Real.exp (x * (s - 1))) / x
     rw [monomer_correlation hx hs, show -x * (1 - s) = x * (s - 1) by ring, sub_zero]
   have hF : ∀ s : ℝ, HasDerivAt
```
